# A cosine potential of frequency N couples only plane waves whose frequencies differ by N

The theorem `exactElement_planeWave` gives the exact matrix element of the one-dimensional potential c cos(2πN(x − τ)) between the plane waves exp(2πimx) and exp(2πinx), which are normalised on the unit period. Here c and τ are real, m and n are integers, and N is a natural number. The element is c/2 times a sum of two terms: exp(−2πiNτ), present only if n − m + N = 0, and exp(2πiNτ), present only if n − m − N = 0. The proof splits the cosine into two exponentials, so that the integrand becomes a sum of two plane waves with constant coefficients, and then integrates term by term.

The first attempt, which Lean rejects:

```lean
import Mathlib

open scoped ComplexConjugate Real

namespace ExactElementPlaneWave

noncomputable section

/-- The plane wave `exp (2 π i k x)` on the unit period. -/
def planeWave (k : ℤ) (x : ℝ) : ℂ := Complex.exp (2 * π * Complex.I * k * x)

/-- The dense-grid potential `c cos (2 π N (x - τ))` of an atom at `τ`. -/
def densePotential (c τ : ℝ) (N : ℕ) (x : ℝ) : ℝ := c * Real.cos (2 * π * N * (x - τ))

/-- The exact matrix element of a local potential `V` over one period. -/
def exactElement (V : ℝ → ℝ) (φ ψ : ℝ → ℂ) : ℂ :=
  ∫ x in (0 : ℝ)..1, conj (φ x) * (V x : ℂ) * ψ x

/-- The product of a conjugated plane wave with another one is the plane wave of the
frequency difference. -/
theorem conj_planeWave_mul (m n : ℤ) (x : ℝ) :
    conj (planeWave m x) * planeWave n x = planeWave (n - m) x := by
  unfold planeWave
  rw [← Complex.exp_conj, ← Complex.exp_add]
  congr 1
  simp only [map_mul, Complex.conj_ofReal, Complex.conj_I, map_intCast, map_ofNat]
  push_cast
  ring

/-- A plane wave integrates to one over the period if its frequency is zero, and to zero
otherwise. -/
theorem integral_planeWave (k : ℤ) :
    ∫ x in (0 : ℝ)..1, planeWave k x = if k = 0 then 1 else 0 := by
  split_ifs with h
  · subst h
    simp [planeWave]
  · have hk : (2 * π * Complex.I * k : ℂ) ≠ 0 :=
      mul_ne_zero Complex.two_pi_I_ne_zero (Int.cast_ne_zero.mpr h)
    have h1 : Complex.exp (2 * π * Complex.I * k) = 1 := by
      rw [mul_comm]
      exact Complex.exp_int_mul_two_pi_mul_I k
    unfold planeWave
    rw [integral_exp_mul_complex hk, Complex.ofReal_one, mul_one, h1, Complex.ofReal_zero,
      mul_zero, Complex.exp_zero, sub_self, zero_div]

/-- The exact dense-grid potential couples two plane waves only if their frequencies
differ by `N`. -/
theorem exactElement_planeWave (c τ : ℝ) (N : ℕ) (m n : ℤ) :
    exactElement (densePotential c τ N) (planeWave m) (planeWave n) =
      c / 2 * (planeWave (-(N : ℤ)) τ * (if n - m + N = 0 then 1 else 0) +
        planeWave N τ * (if n - m - N = 0 then 1 else 0)) := by
  have hp : ∀ k : ℤ, Continuous (planeWave k) := by
    intro k
    show Continuous fun x : ℝ => Complex.exp (2 * π * Complex.I * k * x)
    fun_prop
  -- split the cosine into its two plane waves
  have hV : ∀ x : ℝ, conj (planeWave m x) * (densePotential c τ N x : ℂ) * planeWave n x =
      c / 2 * planeWave (-(N : ℤ)) τ * planeWave (n - m + N) x +
        c / 2 * planeWave N τ * planeWave (n - m - N) x := by
    intro x
    have h1 : planeWave (-(N : ℤ)) τ * planeWave (n - m + N) x = planeWave (n - m) x *
        Complex.exp (((2 * π * N * (x - τ) : ℝ) : ℂ) * Complex.I) := by
      unfold planeWave
      rw [← Complex.exp_add, ← Complex.exp_add]
      congr 1
      push_cast
      ring
    have h2 : planeWave N τ * planeWave (n - m - N) x = planeWave (n - m) x *
        Complex.exp (-((2 * π * N * (x - τ) : ℝ) : ℂ) * Complex.I) := by
      unfold planeWave
      rw [← Complex.exp_add, ← Complex.exp_add]
      congr 1
      push_cast
      ring
    rw [densePotential, Complex.ofReal_mul, Complex.ofReal_cos, Complex.cos]
    linear_combination (c * ((Complex.exp (((2 * π * N * (x - τ) : ℝ) : ℂ) * Complex.I) +
      Complex.exp (-((2 * π * N * (x - τ) : ℝ) : ℂ) * Complex.I)) / 2)) *
        conj_planeWave_mul m n x - c / 2 * h1 - c / 2 * h2
  unfold exactElement
  simp_rw [hV]
  rw [intervalIntegral.integral_add
    ((continuous_const.mul (hp _)).intervalIntegrable _ _)
    ((continuous_const.mul (hp _)).intervalIntegrable _ _),
    intervalIntegral.integral_const_mul, intervalIntegral.integral_const_mul,
    integral_planeWave, integral_planeWave]
  ring

end

end ExactElementPlaneWave
```

Compiling this gives:

```
Main.lean:81:6: error: Tactic `rewrite` failed: Did not find an occurrence of the pattern
  ∫ (x : ℝ) in ?m.491..?m.492,
    ((fun x => ?m.455) * planeWave ?m.464) x + ((fun x => ?m.476) * planeWave ?m.485) x ∂?m.488
in the target expression
  ∫ (x : ℝ) in 0..1,
      ↑c / 2 * planeWave (-↑N) τ * planeWave (n - m + ↑N) x + ↑c / 2 * planeWave (↑N) τ * planeWave (n - m - ↑N) x =
    ↑c / 2 *
      ((planeWave (-↑N) τ * if n - m + ↑N = 0 then 1 else 0) + planeWave (↑N) τ * if n - m - ↑N = 0 then 1 else 0)

c τ : ℝ
N : ℕ
m n : ℤ
hp : ∀ (k : ℤ), Continuous (planeWave k)
hV :
  ∀ (x : ℝ),
    (starRingEnd ℂ) (planeWave m x) * ↑(densePotential c τ N x) * planeWave n x =
      ↑c / 2 * planeWave (-↑N) τ * planeWave (n - m + ↑N) x + ↑c / 2 * planeWave (↑N) τ * planeWave (n - m - ↑N) x
⊢ ∫ (x : ℝ) in 0..1,
      ↑c / 2 * planeWave (-↑N) τ * planeWave (n - m + ↑N) x + ↑c / 2 * planeWave (↑N) τ * planeWave (n - m - ↑N) x =
    ↑c / 2 *
      ((planeWave (-↑N) τ * if n - m + ↑N = 0 then 1 else 0) + planeWave (↑N) τ * if n - m - ↑N = 0 then 1 else 0)
```

As a diff, the version that Lean accepts:

```diff
@@ -79,7 +79,10 @@
   unfold exactElement
   simp_rw [hV]
+  have hi : ∀ (z : ℂ) (k : ℤ), IntervalIntegrable (fun x : ℝ => z * planeWave k x)
+      MeasureTheory.volume 0 1 := fun z k =>
+    (continuous_const.mul (hp k)).intervalIntegrable _ _
   rw [intervalIntegral.integral_add
-    ((continuous_const.mul (hp _)).intervalIntegrable _ _)
-    ((continuous_const.mul (hp _)).intervalIntegrable _ _),
+    (hi (c / 2 * planeWave (-(N : ℤ)) τ) (n - m + N))
+    (hi (c / 2 * planeWave N τ) (n - m - N)),
     intervalIntegral.integral_const_mul, intervalIntegral.integral_const_mul,
     integral_planeWave, integral_planeWave]
```

Diagnosis. The one error says that `rw` could not find the left side of `intervalIntegral.integral_add` in the goal. That lemma takes its two functions from the integrability proofs it is given. Here these were built with `continuous_const.mul (hp _)`, which speaks of a product of functions, so the pattern contains `((fun x => ?m.455) * planeWave ?m.464) x`: a product of functions, evaluated at `x`. The goal has a product of values instead, a constant times `planeWave (n - m + ↑N) x`. The two are equal by definition, but `rw` does not unfold the product of functions when it looks for a match.

The repair first proves `hi`, which states integrability for `fun x : ℝ => z * planeWave k x`. The old continuity argument still proves it, since Lean does unfold the product when checking a proof against a stated type. With `hi`, the pattern has the same form as the goal. The arguments given to `hi` name the coefficient and frequency of each term, which the old call left to be inferred.
